# For a factorised pair excitation, \(T^k/(k!)^2\) is the sum over all \(k\)-pair configurations

Q: Take a reference determinant with two doubly occupied levels and two empty ones, and an operator \(T\) that moves one electron pair up. Its amplitude for moving a pair from occupied level \(i\) to virtual level \(p\) is a product \(u_p w_i\). I want the state with both pairs excited to appear with weight \(u_1u_2w_1w_2\). Coupled cluster gives me \(T^2/2!\), and I get twice that. Where does the extra factor come from?

A: From the pairings. Let \(c_p\) create a pair in virtual level \(p\) and \(a_i\) remove a pair from occupied level \(i\). Then

\[
T=\Big(\sum_p u_p c_p\Big)\Big(\sum_i w_i a_i\Big).
\]

The two removed pairs can be matched with the two created pairs in two ways, and both ways carry the same amplitude. Dividing by \(2!\) removes the order of the two excitations, but not the choice of matching. For \(k\) pairs there are \(k!\) orders and \(k!\) matchings, hence \((k!)^2\).

Q: Can you derive that without a counting argument?

A: Yes. Write \(x_p=u_pc_p\) and \(y_i=w_ia_i\). All these operators commute, and each squares to zero because a level holds only one pair. For a finite set \(s\) of levels, let \(E_k(s)\) be the sum of the products of \(k\) distinct \(x_p\) with \(p\in s\), so \(E_0(s)=1\). Adding a level \(b\) gives

\[
E_{k+1}(s\cup\{b\})=E_{k+1}(s)+x_bE_k(s),
\]

since a string either omits \(b\) or contains it once. With \(X_s=\sum_{p\in s}x_p\), I claim that

\[
X_sE_k(s)=(k+1)E_{k+1}(s).
\]

For empty \(s\) both sides vanish. Suppose that it holds for \(s\) and every \(k\), and add \(b\). At \(k=0\) both sides are the sum of all operators. At \(k+1\), leaving out the argument \(s\),

\[
\begin{aligned}
(X+x_b)(E_{k+1}+x_bE_k)
&=(k+2)E_{k+2}+(k+1)x_bE_{k+1}+x_bE_{k+1}+x_b^2E_k\\
&=(k+2)\,(E_{k+2}+x_bE_{k+1}),
\end{aligned}
\]

because \(x_b^2=0\). The last bracket is \(E_{k+2}(s\cup\{b\})\), which proves the claim.

Now let \(E_k\) refer to all virtual levels, let \(F_k\) be the same sum for the \(y_i\), and set \(G_k=E_kF_k\). Using the claim once for each factor,

\[
T\,G_k=(k+1)^2G_{k+1}.
\]

Since \(G_0=1\), induction gives \(T^k=(k!)^2G_k\). Dividing,

\[
\frac{T^k}{(k!)^2}=G_k=\sum_{|A|=k}\ \sum_{|I|=k}\ \prod_{p\in A}u_pc_p\prod_{i\in I}w_ia_i .
\]

Q: My operators live in a fermionic operator algebra, which is not commutative. What does the Lean version take them to be?

A: Elements of a commutative algebra `R` over a field `K`. The amplitudes lie in `K`, and the finite types `α` and `ι` label the virtual and occupied levels.

```lean
import Mathlib

open Finset

namespace GeminalPower

noncomputable section

variable {α ι K R : Type*} [Fintype α] [Fintype ι] [Field K] [CommRing R] [Algebra K R]
```

The commutativity stands for a physical fact: pair operators on different levels commute, and no level is both virtual and occupied here. You can therefore read `R` as the subalgebra generated by the \(c_p\) and \(a_i\). Pair creation and annihilation on the same level do not commute, so an operator that needs both, such as a general pairing Hamiltonian, does not fit into `R`.

Q: And the sums?

A: `strings s x k` is \(E_k(s)\), where `s.powersetCard k` is the collection of \(k\)-element subsets of \(s\).

```lean
/-- The sum, over all choices of `k` distinct levels `p` from `s`, of the product of the `x p`. -/
def strings {β S : Type*} [CommRing S] (s : Finset β) (x : β → S) (k : ℕ) : S :=
  ∑ A ∈ s.powersetCard k, ∏ p ∈ A, x p
```

The excitation is defined as a product of two sums, which fixes the amplitude matrix to the form \(u_pw_i\).

```lean
/-- The factorised pair excitation `T = (∑ u_p c_p) (∑ w_i a_i)`. -/
def pairExcitation (u : α → K) (w : ι → K) (c : α → R) (a : ι → R) : R :=
  (∑ p, u p • c p) * ∑ i, w i • a i
```

The right-hand side is written out as the double sum. The subsets \(A\) and \(I\) are chosen independently, and no matching between them is recorded.

```lean
/-- The sum over all choices of `k` virtual levels `A` and `k` occupied levels `I` of the
products of `u_p c_p` over `A` and `w_i a_i` over `I`. -/
def configurationSum (u : α → K) (w : ι → K) (c : α → R) (a : ι → R) (k : ℕ) : R :=
  ∑ A ∈ (univ : Finset α).powersetCard k, ∑ I ∈ (univ : Finset ι).powersetCard k,
    (∏ p ∈ A, u p • c p) * ∏ i ∈ I, w i • a i
```

Q: So what exactly does the main theorem say?

A: `geminal_power` assumes that `K` has characteristic zero, as \(\mathbb Q\), \(\mathbb R\) and \(\mathbb C\) do, and that `c p ^ 2 = 0` and `a i ^ 2 = 0` for all levels. These two conditions are the Pauli principle for pairs, taken as hypotheses and not derived from fermionic anticommutators. Every theorem below about \(T\) assumes them as well, and those that divide by a factorial also assume characteristic zero, even where the comment above the theorem doesn't repeat it. The conclusion is that \(((k!)^2)^{-1}T^k\) equals `configurationSum u w c a k`, for every \(k\) including zero.

Q: Does its proof follow your derivation?

A: Closely. The recursion for an added level comes first. Most of the work lies in showing that the strings with \(b\) and those without it are disjoint families, and that inserting \(b\) never merges two different strings.

```lean
/-- When a new level `b` is added to `s`, the sum of the strings of length `k + 1` is the sum for
`s` at length `k + 1` plus `x b` times the sum for `s` at length `k`. -/
theorem strings_insert {β S : Type*} [CommRing S] [DecidableEq β] {s : Finset β} {b : β}
    (hb : b ∉ s) (x : β → S) (k : ℕ) :
    strings (insert b s) x (k + 1) = strings s x (k + 1) + x b * strings s x k := by
  have hn : ∀ A ∈ s.powersetCard k, b ∉ A :=
    fun A hA h => hb ((mem_powersetCard.1 hA).1 h)
  have hd : Disjoint (s.powersetCard (k + 1)) ((s.powersetCard k).image (insert b)) := by
    rw [Finset.disjoint_left]
    intro A hA hB
    obtain ⟨B, _, rfl⟩ := mem_image.1 hB
    exact hb ((mem_powersetCard.1 hA).1 (mem_insert_self b B))
  have hi : Set.InjOn (insert b : Finset β → Finset β) (s.powersetCard k) := by
    intro A hA B hB h
    have h' : insert b A = insert b B := h
    rw [← erase_insert (hn A (mem_coe.1 hA)), h', erase_insert (hn B (mem_coe.1 hB))]
  unfold strings
  rw [powersetCard_succ_insert hb, sum_union hd, sum_image hi, mul_sum]
  congr 1
  exact sum_congr rfl fun A hA => prod_insert (hn A hA)
```

Next is the claim about \(X_sE_k(s)\), by induction on the set of levels with \(k\) left free. In the last line, `h1` is the induction hypothesis at \(k+1\), `x b * h2` is \(x_b\) times the one at \(k\), and the term with `hx b` removes \(x_b^2E_k\).

```lean
/-- For square-zero operators, multiplying the strings of length `k` by the sum of all
operators gives `k + 1` times the strings of length `k + 1`. -/
theorem sum_mul_strings {β S : Type*} [CommRing S] (s : Finset β) (x : β → S)
    (hx : ∀ p, x p ^ 2 = 0) (k : ℕ) :
    (∑ p ∈ s, x p) * strings s x k = ((k : S) + 1) * strings s x (k + 1) := by
  classical
  induction s using Finset.induction_on generalizing k with
  | empty =>
    have h : (∅ : Finset β).powersetCard (k + 1) = ∅ := powersetCard_eq_empty.2 (by simp)
    simp only [strings, h, sum_empty, zero_mul, mul_zero]
  | insert b s hb ih =>
    rw [sum_insert hb, strings_insert hb x k]
    cases k with
    | zero =>
      have h0 : ∀ t : Finset β, strings t x 0 = 1 := fun t => by simp [strings]
      have h := ih 0
      simp only [h0] at h ⊢
      push_cast at h ⊢
      linear_combination h
    | succ k =>
      -- the term in which level `b` occurs twice vanishes
      rw [strings_insert hb x k]
      have h1 := ih (k + 1)
      have h2 := ih k
      push_cast at h1 h2 ⊢
      linear_combination h1 + x b * h2 + strings s x k * hx b
```

The ladder relation factorises the double sum into \(E_kF_k\), called `hG`, and uses the claim for each factor. Scaling by an amplitude does not spoil the square-zero property.

```lean
/-- Ladder relation: one more pair excitation takes the `k`-fold configuration sum to
`(k + 1)²` times the `(k + 1)`-fold one. -/
theorem pairExcitation_mul_configurationSum (u : α → K) (w : ι → K) {c : α → R} {a : ι → R}
    (hc : ∀ p, c p ^ 2 = 0) (ha : ∀ i, a i ^ 2 = 0) (k : ℕ) :
    pairExcitation u w c a * configurationSum u w c a k
      = ((k : R) + 1) ^ 2 * configurationSum u w c a (k + 1) := by
  have hG : ∀ n, configurationSum u w c a n
      = strings univ (fun p => u p • c p) n * strings univ (fun i => w i • a i) n :=
    fun n => by simp only [configurationSum, strings, sum_mul_sum]
  have h1 := sum_mul_strings univ (fun p => u p • c p)
    (fun p => by rw [smul_pow, hc, smul_zero]) k
  have h2 := sum_mul_strings univ (fun i => w i • a i)
    (fun i => by rw [smul_pow, ha, smul_zero]) k
  rw [hG, hG, pairExcitation]
  -- each of the two factors contributes one factor `k + 1`
  linear_combination ((∑ i, w i • a i) * strings univ (fun i => w i • a i) k) * h1
    + (((k : R) + 1) * strings univ (fun p => u p • c p) (k + 1)) * h2
```

Induction on \(k\) then gives the power without any division, so this form holds in every characteristic.

```lean
/-- The `k`-th power of the pair excitation is `(k!)²` times the `k`-fold configuration sum. -/
theorem pairExcitation_pow (u : α → K) (w : ι → K) {c : α → R} {a : ι → R}
    (hc : ∀ p, c p ^ 2 = 0) (ha : ∀ i, a i ^ 2 = 0) (k : ℕ) :
    pairExcitation u w c a ^ k = (k.factorial : R) ^ 2 * configurationSum u w c a k := by
  induction k with
  | zero => simp [configurationSum]
  | succ k ih =>
    rw [pow_succ, ih, Nat.factorial_succ]
    push_cast
    linear_combination (k.factorial : R) ^ 2 *
      pairExcitation_mul_configurationSum u w hc ha k
```

Finally the factorial is moved from the algebra to the field, where characteristic zero makes it invertible.

```lean
/-- For square-zero operators, `T^k / (k!)²` is the sum over all choices of `k` virtual and `k`
occupied levels of the products of `u_p c_p` and `w_i a_i` over the chosen levels. -/
theorem geminal_power [CharZero K] (u : α → K) (w : ι → K) {c : α → R} {a : ι → R}
    (hc : ∀ p, c p ^ 2 = 0) (ha : ∀ i, a i ^ 2 = 0) (k : ℕ) :
    ((k.factorial : K) ^ 2)⁻¹ • pairExcitation u w c a ^ k = configurationSum u w c a k := by
  have hf : (k.factorial : K) ^ 2 ≠ 0 :=
    pow_ne_zero 2 (Nat.cast_ne_zero.2 (Nat.factorial_ne_zero k))
  have h : (k.factorial : R) ^ 2 * configurationSum u w c a k
      = ((k.factorial : K) ^ 2) • configurationSum u w c a k := by
    rw [Algebra.smul_def, map_pow, map_natCast]
  rw [pairExcitation_pow u w hc ha, h, inv_smul_smul₀ hf]
```

Q: What happens if I ask for more pairs than I have levels?

A: There is no \(k\)-element subset on the side that is too small, so the sum is empty and \(T^k=0\).

```lean
/-- The `k`-th power of the pair excitation vanishes when there are fewer than `k` virtual or
fewer than `k` occupied levels. -/
theorem pairExcitation_pow_eq_zero (u : α → K) (w : ι → K) {c : α → R} {a : ι → R}
    (hc : ∀ p, c p ^ 2 = 0) (ha : ∀ i, a i ^ 2 = 0) {k : ℕ}
    (hk : Fintype.card α < k ∨ Fintype.card ι < k) : pairExcitation u w c a ^ k = 0 := by
  rw [pairExcitation_pow u w hc ha]
  rcases hk with h | h
  · have h' : (univ : Finset α).powersetCard k = ∅ :=
      powersetCard_eq_empty.2 (by rwa [card_univ])
    simp only [configurationSum, h', sum_empty, mul_zero]
  · have h' : (univ : Finset ι).powersetCard k = ∅ :=
      powersetCard_eq_empty.2 (by rwa [card_univ])
    simp only [configurationSum, h', sum_empty, sum_const_zero, mul_zero]
```

If both sides have exactly \(N\) levels, the \(N\)-th power leaves one configuration, with every pair excited. Your example is \(N=2\): after division by \((2!)^2=4\), the weight of that configuration is \(u_1u_2w_1w_2\), as you wanted.

```lean
/-- With `N` virtual and `N` occupied levels, `T^N / (N!)²` is the single product over all
levels. -/
theorem geminal_power_top [CharZero K] (u : α → K) (w : ι → K) {c : α → R} {a : ι → R}
    (hc : ∀ p, c p ^ 2 = 0) (ha : ∀ i, a i ^ 2 = 0) {N : ℕ}
    (hα : Fintype.card α = N) (hι : Fintype.card ι = N) :
    ((N.factorial : K) ^ 2)⁻¹ • pairExcitation u w c a ^ N
      = (∏ p, u p • c p) * ∏ i, w i • a i := by
  have h1 : (univ : Finset α).powersetCard N = {univ} := by
    rw [← hα, ← card_univ, powersetCard_self]
  have h2 : (univ : Finset ι).powersetCard N = {univ} := by
    rw [← hι, ← card_univ, powersetCard_self]
  rw [geminal_power u w hc ha]
  simp only [configurationSum, h1, h2, sum_singleton]
```

Q: Is \(1/k!\) then always wrong?

A: No. For \(k=0\) and \(k=1\) the two normalisations agree, and if \(G_k=0\) both give zero. For \(k\ge 2\) and \(G_k\neq0\) they differ: \(T^k/k!\) is \(k!\,G_k\), so equality would give \((k!-1)G_k=0\), and dividing by the nonzero number \(k!-1\) would force \(G_k=0\).

```lean
/-- For `k ≥ 2` and a nonzero configuration sum, the exponential normalisation `T^k / k!` does
not give the configuration sum. -/
theorem exponential_normalisation_ne [CharZero K] (u : α → K) (w : ι → K) {c : α → R}
    {a : ι → R} (hc : ∀ p, c p ^ 2 = 0) (ha : ∀ i, a i ^ 2 = 0) {k : ℕ} (hk : 2 ≤ k)
    (hG : configurationSum u w c a k ≠ 0) :
    (k.factorial : K)⁻¹ • pairExcitation u w c a ^ k ≠ configurationSum u w c a k := by
  intro h
  have hf : (k.factorial : K) ≠ 0 := Nat.cast_ne_zero.2 (Nat.factorial_ne_zero k)
  have hn : k.factorial ≠ 1 := by
    have := Nat.self_le_factorial k
    omega
  have hf1 : (k.factorial : K) ≠ 1 := by exact_mod_cast hn
  -- `T^k / k!` is `k!` times the configuration sum
  have h2 : (k.factorial : K) • configurationSum u w c a k
      = (k.factorial : K)⁻¹ • pairExcitation u w c a ^ k := by
    rw [← geminal_power u w hc ha k, smul_smul]
    congr 1
    field_simp
  have h3 : ((k.factorial : K) - 1) • configurationSum u w c a k = 0 := by
    rw [sub_smul, one_smul, h2, h, sub_self]
  apply hG
  rw [← inv_smul_smul₀ (sub_ne_zero.2 hf1) (configurationSum u w c a k), h3, smul_zero]
```

Q: A nonzero \(G_k\) is a hypothesis there. How do I know that square-zero operators don't make everything vanish?

A: There is an explicit model of your four-level system. Take rational polynomials in four variables and set the square of each variable to zero.

```lean
/-- The ideal generated by the squares of four variables, two virtual and two occupied. -/
def squares : Ideal (MvPolynomial (Fin 2 ⊕ Fin 2) ℚ) :=
  Ideal.span ((fun s => MvPolynomial.monomial s (1 : ℚ)) ''
    Set.range fun j : Fin 2 ⊕ Fin 2 => Finsupp.single j 2)

/-- Rational polynomials in four variables modulo the squares of the variables. -/
abbrev FourLevel : Type := MvPolynomial (Fin 2 ⊕ Fin 2) ℚ ⧸ squares
```

The classes of the variables serve as the two virtual and the two occupied operators.

```lean
/-- The operators of the two virtual levels: the classes of the first two variables. -/
def virtualOp (p : Fin 2) : FourLevel :=
  Ideal.Quotient.mk squares (MvPolynomial.X (Sum.inl p))

/-- The operators of the two occupied levels: the classes of the last two variables. -/
def occupiedOp (i : Fin 2) : FourLevel :=
  Ideal.Quotient.mk squares (MvPolynomial.X (Sum.inr i))
```

With all amplitudes equal to one, \(G_2\) is the class of the product of the four variables. A monomial lies in the ideal only if the square of some variable divides it, and here every exponent is one. So \(G_2\neq0\), and in this model \(T^2/2!\) really does differ from \(G_2\).

```lean
/-- The four operators square to zero, and their two-fold configuration sum with unit
amplitudes is nonzero. -/
theorem geminal_power_witness :
    (∀ p, virtualOp p ^ 2 = 0) ∧ (∀ i, occupiedOp i ^ 2 = 0) ∧
      configurationSum (1 : Fin 2 → ℚ) (1 : Fin 2 → ℚ) virtualOp occupiedOp 2 ≠ 0 := by
  have hs : ∀ j, Ideal.Quotient.mk squares (MvPolynomial.X j) ^ 2 = 0 := by
    intro j
    rw [← map_pow, Ideal.Quotient.eq_zero_iff_mem, MvPolynomial.X_pow_eq_monomial]
    exact Ideal.subset_span ⟨_, ⟨j, rfl⟩, rfl⟩
  refine ⟨fun p => hs (Sum.inl p), fun i => hs (Sum.inr i), ?_⟩
  have hp : (univ : Finset (Fin 2)).powersetCard 2 = {univ} := by decide
  simp only [configurationSum, hp, sum_singleton, Fin.prod_univ_two, Pi.one_apply, one_smul]
  intro h
  -- the product of the four variables is a monomial with all exponents one
  obtain ⟨m, hmon, hm⟩ : ∃ m : (Fin 2 ⊕ Fin 2) →₀ ℕ,
      (MvPolynomial.X (Sum.inl 0) * MvPolynomial.X (Sum.inl 1) *
        (MvPolynomial.X (Sum.inr 0) * MvPolynomial.X (Sum.inr 1)) :
          MvPolynomial (Fin 2 ⊕ Fin 2) ℚ) = MvPolynomial.monomial m 1 ∧ ∀ j, m j = 1 := by
    refine ⟨Finsupp.single (Sum.inl 0) 1 + Finsupp.single (Sum.inl 1) 1 +
      (Finsupp.single (Sum.inr 0) 1 + Finsupp.single (Sum.inr 1) 1), ?_, ?_⟩
    · simp only [MvPolynomial.X, MvPolynomial.monomial_mul, mul_one]
    · rintro (j | j) <;> fin_cases j <;> simp
  have h' : Ideal.Quotient.mk squares
      (MvPolynomial.X (Sum.inl 0) * MvPolynomial.X (Sum.inl 1) *
        (MvPolynomial.X (Sum.inr 0) * MvPolynomial.X (Sum.inr 1))) = 0 := by
    rw [map_mul, map_mul, map_mul]
    exact h
  rw [hmon, Ideal.Quotient.eq_zero_iff_mem, squares,
    MvPolynomial.mem_ideal_span_monomial_image] at h'
  have hsup : m ∈ (MvPolynomial.monomial m (1 : ℚ)).support := by
    rw [MvPolynomial.mem_support_iff, MvPolynomial.coeff_monomial, if_pos rfl]
    exact one_ne_zero
  -- so no square of a variable divides it
  obtain ⟨_, ⟨j, rfl⟩, hj⟩ := h' m hsup
  have h2 : (Finsupp.single j 2 : (Fin 2 ⊕ Fin 2) →₀ ℕ) j ≤ m j := hj j
  rw [Finsupp.single_eq_same, hm j] at h2
  omega

end

end GeminalPower
```

Q: The theorem is called a geminal power. Is it about the antisymmetrised geminal power wave function?

A: It is an operator identity, and no wave function appears in the file. The connection is physics that I am adding: put \(N\) pairs into one geminal with nonzero coefficients \(g\) on the reference levels, and relative to the reference determinant each configuration has weight \(\prod_{p\in A}g_p\prod_{i\in I}g_i^{-1}\). That is the pattern of \(G_k\) with \(u_p=g_p\) and \(w_i=1/g_i\).

Q: And for my pair coupled-cluster code?

A: When the pair amplitudes factorise as \(u_pw_i\), the exponential weights each \(k\)-pair configuration \(k!\) times as strongly as \(G_k\) does, which gives you an exact check on a small system. For a general amplitude matrix \(t_{pi}\) the different matchings carry different products, and the identity does not apply.

```lean
#print axioms GeminalPower.pairExcitation_mul_configurationSum
-- 'GeminalPower.pairExcitation_mul_configurationSum' depends on axioms: [propext, Classical.choice, Quot.sound]
#print axioms GeminalPower.pairExcitation_pow_eq_zero
-- 'GeminalPower.pairExcitation_pow_eq_zero' depends on axioms: [propext, Classical.choice, Quot.sound]
#print axioms GeminalPower.geminal_power_top
-- 'GeminalPower.geminal_power_top' depends on axioms: [propext, Classical.choice, Quot.sound]
#print axioms GeminalPower.exponential_normalisation_ne
-- 'GeminalPower.exponential_normalisation_ne' depends on axioms: [propext, Classical.choice, Quot.sound]
```
